# At fixed orbitals, a Hessian stable at two exact-exchange fractions is stable at every fraction between

The orbitals are held fixed while the exact-exchange fraction \(a\) varies. For a global hybrid functional whose energy is linear in \(a\), the orbital Hessian is then \(H(a)=H_0+aH_1\), with two matrices that do not depend on \(a\). This form is assumed here, not derived from a functional, and the relaxation of the orbitals with \(a\) is left out.

## The Hessian and its curvature

```lean
import Mathlib

open Matrix

namespace ExchangeFractionStability

variable {n : Type*} [Fintype n]
```

The finite type `n` labels the independent orbital rotations. A combined rotation is a real vector \(x\), written `x : n → ℝ`.

```lean
/-- The orbital Hessian `H(a) = H0 + a H1` at fixed orbitals, with exact-exchange
fraction `a`. -/
def hessian (H0 H1 : Matrix n n ℝ) (a : ℝ) : Matrix n n ℝ := H0 + a • H1
```

This is \(H(a)=H_0+aH_1\), where `•` multiplies a matrix by a number. The fraction may be any real number, not only one in \([0,1]\).

```lean
/-- The curvature `xᵀ H(a) x` along the orbital rotation `x`, which is twice the second-order energy
change. -/
def curvature (H0 H1 : Matrix n n ℝ) (a : ℝ) (x : n → ℝ) : ℝ :=
  x ⬝ᵥ (hessian H0 H1 a *ᵥ x)
```

Write \(q_a(x)=x^{\mathsf T}H(a)x\) for this curvature. The symbol `*ᵥ` applies a matrix to a vector and `⬝ᵥ` is the dot product. The second-order energy change is \(q_a(x)/2\), which has the same sign.

```lean
/-- Stability at fraction `a`: every nonzero orbital rotation has positive curvature. -/
def Stable (H0 H1 : Matrix n n ℝ) (a : ℝ) : Prop :=
  ∀ x : n → ℝ, x ≠ 0 → 0 < curvature H0 H1 a x
```

Stability means \(q_a(x)>0\) for all \(x\neq0\).

```lean
/-- The Hessian at fraction `a` is indefinite: some rotation has negative curvature and
some rotation has positive curvature. -/
def Indefinite (H0 H1 : Matrix n n ℝ) (a : ℝ) : Prop :=
  (∃ x, curvature H0 H1 a x < 0) ∧ ∃ y, 0 < curvature H0 H1 a y
```

Indefiniteness is more than a failure of stability: both signs of curvature must occur.

```lean
/-- For symmetric `H0` and `H1`, stability at fraction `a` is positive definiteness of
the Hessian `H(a)`. -/
theorem stable_iff_posDef {H0 H1 : Matrix n n ℝ} (h0 : H0.IsSymm) (h1 : H1.IsSymm)
    (a : ℝ) : Stable H0 H1 a ↔ (hessian H0 H1 a).PosDef := by
  have hs : (hessian H0 H1 a).IsHermitian := by
    ext i j
    simp [hessian, h0.apply i j, h1.apply i j]
  rw [Matrix.posDef_iff_dotProduct_mulVec]
  constructor
  · intro h
    refine ⟨hs, fun x hx => ?_⟩
    simpa [curvature] using h x hx
  · intro h x hx
    simpa [curvature] using h.2 hx
```

For symmetric \(H_0\) and \(H_1\), `Stable` is Mathlib's positive definiteness, `PosDef`, which also demands a Hermitian matrix. The step `hs` supplies this, since a sum of real symmetric matrices is symmetric. The two conditions on the curvature then agree. The later theorems need no symmetry.

## Interpolation in the fraction

```lean
/-- Along a fixed orbital rotation the curvature is an affine function of the
exact-exchange fraction. -/
theorem curvature_affine (H0 H1 : Matrix n n ℝ) (a : ℝ) (x : n → ℝ) :
    curvature H0 H1 a x = x ⬝ᵥ (H0 *ᵥ x) + a * (x ⬝ᵥ (H1 *ᵥ x)) := by
  simp only [curvature, hessian, Matrix.add_mulVec, Matrix.smul_mulVec, dotProduct_add,
    dotProduct_smul, smul_eq_mul]
```

Expanding the product gives

\[
q_a(x)=x^{\mathsf T}H_0x+a\,x^{\mathsf T}H_1x .
\]

For fixed \(x\) this is a straight line in \(a\). The `simp only` call distributes the products in the same way.

```lean
/-- The curvatures of one rotation at three fractions obey the rule of linear
interpolation. -/
theorem curvature_interpolation (H0 H1 : Matrix n n ℝ) (a b c : ℝ) (x : n → ℝ) :
    (b - a) * curvature H0 H1 c x
      = (b - c) * curvature H0 H1 a x + (c - a) * curvature H0 H1 b x := by
  simp only [curvature_affine]
  ring
```

Three points on a line satisfy

\[
(b-a)\,q_c(x)=(b-c)\,q_a(x)+(c-a)\,q_b(x).
\]

To check it, insert the affine form. The constant term has the factor \((b-c)+(c-a)=b-a\) on the right, and the slope has \((b-c)a+(c-a)b=(b-a)c\). `ring` does this algebra.

```lean
/-- If the orbitals are stable at `a` and no rotation has negative curvature at `b`, they
are stable at every fraction `c` with `a ≤ c < b`. -/
theorem stable_up_to_marginal {H0 H1 : Matrix n n ℝ} {a b c : ℝ}
    (ha : Stable H0 H1 a) (hb : ∀ x, 0 ≤ curvature H0 H1 b x)
    (hac : a ≤ c) (hcb : c < b) : Stable H0 H1 c := by
  intro x hx
  have key := curvature_interpolation H0 H1 a b c x
  -- the stable end contributes strictly, the marginal end does no harm
  have h1 := mul_pos (sub_pos.mpr hcb) (ha x hx)
  have h2 := mul_nonneg (sub_nonneg.mpr hac) (hb x)
  by_contra hn
  have h3 := mul_nonneg (sub_nonneg.mpr (hac.trans hcb.le))
    (neg_nonneg.mpr (not_lt.mp hn))
  rw [mul_neg] at h3
  linarith
```

Let \(a\le c<b\) and \(x\ne0\). On the right of the interpolation rule, \((b-c)q_a(x)\) is positive and \((c-a)q_b(x)\) is nonnegative. Since \(b-a>0\), it follows that \(q_c(x)>0\). Lean has the two terms as `h1` and `h2`. It then supposes \(q_c(x)\le0\), which makes the left side at most zero, and `linarith` finds the contradiction.

```lean
/-- Stability interpolates: orbitals that are stable at the fractions `a` and `b` are
stable at every fraction between them. -/
theorem stable_between {H0 H1 : Matrix n n ℝ} {a b c : ℝ}
    (ha : Stable H0 H1 a) (hb : Stable H0 H1 b) (hac : a ≤ c) (hcb : c ≤ b) :
    Stable H0 H1 c := by
  rcases hcb.lt_or_eq with h | h
  · refine stable_up_to_marginal ha (fun x => ?_) hac h
    by_cases hx : x = 0
    · simp [hx, curvature]
    · exact (hb x hx).le
  · rw [h]
    exact hb
```

This is the main result. If \(c<b\), the previous theorem applies, because stability at \(b\) gives \(q_b(x)>0\) for \(x\neq0\), and \(q_b(0)=0\). If \(c=b\), the claim is the hypothesis `hb`.

Stability at \(a\) alone is not enough. The one-rotation Hessian \(H(a)=1-2a\) is stable at \(0\), but along \(x=1\) it has curvature \(-1\) at \(b=1\) and already \(-1/2\) at \(c=3/4\).

In a calculation, take one set of converged orbitals and build the Hessian from them at \(a=0\) and \(a=0.5\). If the lowest eigenvalue is positive at both, \(H(0.25)\) for these same orbitals is positive definite without being built. If reconverging the orbitals at \(0.25\) changes them, \(H_0\) and \(H_1\) can change too, and the inference does not cover the new Hessian. Positive curvature also indicates a local minimum only where the orbital gradient vanishes.

```lean
/-- Lost stability does not return: if the orbitals are stable at `a` and not stable at a
larger fraction `b`, then every fraction `c` above `b` has a rotation of strictly negative
curvature. -/
theorem unstable_beyond {H0 H1 : Matrix n n ℝ} {a b c : ℝ}
    (ha : Stable H0 H1 a) (hb : ¬ Stable H0 H1 b) (hab : a ≤ b) (hbc : b < c) :
    ∃ x, curvature H0 H1 c x < 0 := by
  -- otherwise `c` is at worst marginal, and `b` would be stable
  by_contra hn
  exact hb (stable_up_to_marginal ha
    (fun x => not_lt.mp (fun hx => hn ⟨x, hx⟩)) hab hbc)
```

Here \(a\le b<c\), with stability at \(a\) but not at \(b\). If no rotation had negative curvature at \(c\), then `stable_up_to_marginal`, with \(c\) as its upper end, would make \(b\) stable. So some \(x\) has \(q_c(x)<0\).

## Two rotations that exchange their instability

```lean
/-- The part of the two-rotation model Hessian that is independent of the fraction. -/
def modelH0 : Matrix (Fin 2) (Fin 2) ℝ := !![-1, 0; 0, 3]
```

This is \(H_0=\mathrm{diag}(-1,3)\).

```lean
/-- The part of the two-rotation model Hessian that multiplies the fraction. -/
def modelH1 : Matrix (Fin 2) (Fin 2) ℝ := !![4, 0; 0, -4]
```

This is \(H_1=\mathrm{diag}(4,-4)\).

```lean
/-- The model Hessian is `diag(4a - 1, 3 - 4a)`. -/
theorem model_hessian (a : ℝ) :
    hessian modelH0 modelH1 a = !![4 * a - 1, 0; 0, 3 - 4 * a] := by
  ext i j
  fin_cases i <;> fin_cases j <;> simp [hessian, modelH0, modelH1] <;> ring
```

Entry by entry, \(H(a)=\mathrm{diag}(4a-1,\,3-4a)\).

```lean
/-- The model is stable exactly for fractions strictly between 1/4 and 3/4. -/
theorem model_stable_iff (a : ℝ) :
    Stable modelH0 modelH1 a ↔ 1 / 4 < a ∧ a < 3 / 4 := by
  have hq : ∀ x : Fin 2 → ℝ, curvature modelH0 modelH1 a x
      = (4 * a - 1) * x 0 ^ 2 + (3 - 4 * a) * x 1 ^ 2 := by
    intro x
    rw [curvature, model_hessian]
    simp only [Matrix.mulVec, dotProduct, Fin.sum_univ_two, Matrix.of_apply,
      Matrix.cons_val_zero, Matrix.cons_val_one]
    ring
  constructor
  · intro h
    -- test the two coordinate rotations
    have h0 := h ![1, 0] (fun e => by simpa using congrFun e 0)
    have h1 := h ![0, 1] (fun e => by simpa using congrFun e 1)
    rw [hq] at h0 h1
    norm_num at h0 h1
    constructor <;> linarith
  · rintro ⟨hl, hu⟩ x hx
    rw [hq]
    have p : 0 < 4 * a - 1 := by linarith
    have q : 0 < 3 - 4 * a := by linarith
    by_cases h0 : x 0 = 0
    · have h1 : x 1 ≠ 0 := by
        intro h1
        apply hx
        ext i
        fin_cases i
        · exact h0
        · exact h1
      positivity
    · positivity
```

The components of \(x\) are numbered from zero, so `hq` reads

\[
q_a(x)=(4a-1)x_0^2+(3-4a)x_1^2 .
\]

Testing \((1,0)\) and \((0,1)\) shows that stability requires \(a>1/4\) and \(a<3/4\). Conversely, both coefficients are then positive and a nonzero \(x\) has a nonzero component, so \(q_a(x)>0\). Lean splits on whether \(x_0=0\).

```lean
/-- Instability does not interpolate: the model Hessian is indefinite at the fractions 0
and 1, yet the model is stable at 1/2. -/
theorem instability_does_not_interpolate :
    Indefinite modelH0 modelH1 0 ∧ Indefinite modelH0 modelH1 1 ∧
      Stable modelH0 modelH1 (1 / 2) := by
  refine ⟨⟨⟨![1, 0], ?_⟩, ⟨![0, 1], ?_⟩⟩, ⟨⟨![0, 1], ?_⟩, ⟨![1, 0], ?_⟩⟩,
    (model_stable_iff _).mpr (by norm_num)⟩ <;>
  · rw [curvature, model_hessian]
    norm_num [Matrix.mulVec, dotProduct, Fin.sum_univ_two]

end ExchangeFractionStability
```

The Hessian is \(\mathrm{diag}(-1,3)\) at \(a=0\), \(\mathrm{diag}(3,-1)\) at \(a=1\) and the identity at \(a=1/2\). The coordinate rotations show both signs at the two ends, and `model_stable_iff` gives stability in the middle. The negative direction at \(0\) is not the one at \(1\), which leaves room for a stable window between them.

```lean
#print axioms ExchangeFractionStability.stable_iff_posDef
-- 'ExchangeFractionStability.stable_iff_posDef' depends on axioms: [propext, Classical.choice, Quot.sound]
#print axioms ExchangeFractionStability.stable_between
-- 'ExchangeFractionStability.stable_between' depends on axioms: [propext, Classical.choice, Quot.sound]
#print axioms ExchangeFractionStability.unstable_beyond
-- 'ExchangeFractionStability.unstable_beyond' depends on axioms: [propext, Classical.choice, Quot.sound]
#print axioms ExchangeFractionStability.instability_does_not_interpolate
-- 'ExchangeFractionStability.instability_does_not_interpolate' depends on axioms: [propext, Classical.choice, Quot.sound]
```
